# A positively weighted mean of energy curves with minimum zero has minimum zero exactly when the curves share a minimiser

Take finitely many continuous energy curves on $[a,b]$, each with minimum zero, and average them with positive weights that sum to one. The mean curve then has a nonnegative minimum, and this minimum is zero exactly when one geometry minimises all the curves. If there is no such geometry, a positive constant has to be subtracted before the mean can again be read as an energy above its own minimum.

I meet this when I combine bond-stretching curves from several electronic structure methods, each tabulated relative to its own lowest point. The methods disagree slightly about the equilibrium bond length, and the averaged curve no longer touches zero. I can see this in a plot, but I would like a rigorous argument, checked by machine, and some idea of how large the offset can be. Can this be done in Lean?

## Zeros of the mean are shared minimisers

Yes, and the interval can be replaced by any compact set $K$ of geometries. Let $E_i$ be the curves, $w_i>0$ the weights with $\sum_i w_i=1$, and

$$\bar E(x)=\sum_i w_iE_i(x)$$

the consensus curve. Call a curve aligned if its minimum over $K$ is attained and equals zero. Each $E_i$ is continuous on $K$ and aligned.

**One curve.** Since $E_i$ is aligned, $E_i\ge 0$ on $K$ and $E_i(y_i)=0$ for some $y_i\in K$. If $x\in K$ minimises $E_i$, then $0\le E_i(x)\le E_i(y_i)=0$, so $E_i(x)=0$. Conversely, if $E_i(x)=0$, then $E_i(x)\le E_i(z)$ for every $z\in K$. The minimisers of an aligned curve are therefore its zeros in $K$.

**The sum at one geometry.** Every term $w_iE_i(x)$ is nonnegative, so $\bar E(x)=0$ holds exactly when every term vanishes. As $w_i>0$, this means $E_i(x)=0$ for all $i$, which says that $x$ minimises every curve.

**The minimum.** There is at least one curve, because an empty sum of weights would be zero and not one. Hence $K$ contains some $y_i$ and is not empty. The function $\bar E$ is continuous on the compact set $K$, so it attains a minimum $m=\bar E(x_*)$ at some $x_*\in K$, and $m\ge 0$. If $m=0$, then $x_*$ minimises every curve. If some $y\in K$ minimises every curve, then $0\le m\le\bar E(y)=0$, so $m=0$.

**The realignment.** Suppose that $\bar E-d$ is aligned. Its value at $x_*$ is nonnegative, so $d\le m$. It vanishes at some $z\in K$, so $d=\bar E(z)\ge m$. Together these give $d=m$. Conversely, $\bar E-m$ is nonnegative on $K$ and vanishes at $x_*$. Exactly one constant aligns the consensus curve, and without a shared minimiser that constant is strictly positive.

## How large the offset is

Suppose that $E_i\le B$ on $K$ for all $i$. At a minimiser $y_j$ of curve $j$, that curve contributes nothing, so

$$m\le\bar E(y_j)=\sum_{i\ne j}w_iE_i(y_j)\le B\sum_{i\ne j}w_i=(1-w_j)B.$$

The curve with the largest weight gives the sharpest of the bounds $(1-w_j)B$. On a wide scan even this one can far exceed the offset, because $B$ must also cover strongly stretched and compressed bonds. The intermediate bound $\bar E(y_j)$ is never worse than $(1-w_j)B$ and uses only the energies at $y_j$. With a single curve the bound is zero, as it should be.

Two harmonic wells allow an exact answer. Take $k(x-p)^2$ with weight $w$ and $l(x-q)^2$ with weight $1-w$, where $k,l>0$, $0<w<1$ and $p\le q$. Write $\alpha=wk$, $\beta=(1-w)l$ and $c=(\alpha p+\beta q)/(\alpha+\beta)$. Expanding and completing the square gives

$$\alpha(x-p)^2+\beta(x-q)^2=(\alpha+\beta)(x-c)^2+\alpha p^2+\beta q^2-\frac{(\alpha p+\beta q)^2}{\alpha+\beta}.$$

Over the common denominator, the constant part has the numerator

$$(\alpha+\beta)(\alpha p^2+\beta q^2)-(\alpha p+\beta q)^2=\alpha\beta(q-p)^2.$$

The centre $c$ lies in $[p,q]$, because $c-p=\beta(q-p)/(\alpha+\beta)$ and $q-c=\alpha(q-p)/(\alpha+\beta)$ are both nonnegative. The minimum over $[p,q]$ is therefore

$$m=\frac{\alpha\beta}{\alpha+\beta}(q-p)^2.$$

For equal wells and equal weights this is $k(q-p)^2/4$, the energy of either well at the midpoint. For $p=q$ it is zero.

Here is the complete Lean file.

```lean
import Mathlib

open Set

namespace ConsensusEnergyCurve

noncomputable section

variable {X ι : Type*} [Fintype ι]

/-- An energy curve is aligned on `K` when its minimum over `K` is attained and equals zero. -/
def IsAligned (K : Set X) (f : X → ℝ) : Prop := IsLeast (f '' K) 0

/-- The consensus curve: the weighted sum of the energies at each geometry. -/
def consensus (w : ι → ℝ) (E : ι → X → ℝ) (x : X) : ℝ := ∑ i, w i * E i x

/-- The harmonic energy curve `k (x - p)²` centred at `p`. -/
def harmonic (k p x : ℝ) : ℝ := k * (x - p) ^ 2

/-- A geometry in `K` minimises an aligned curve exactly when its energy there is zero. -/
theorem isMinOn_iff_eq_zero {K : Set X} {f : X → ℝ} (hf : IsAligned K f)
    {x : X} (hx : x ∈ K) : IsMinOn f K x ↔ f x = 0 := by
  obtain ⟨⟨y, hy, hy0⟩, hlow⟩ := hf
  have hx0 : 0 ≤ f x := hlow (mem_image_of_mem f hx)
  constructor
  · intro h
    have h1 : f x ≤ f y := isMinOn_iff.mp h y hy
    linarith
  · intro h
    refine isMinOn_iff.mpr fun z hz => ?_
    rw [h]
    exact hlow (mem_image_of_mem f hz)

/-- With positive weights and aligned curves, the consensus energy at a geometry in `K` is zero
exactly when that geometry minimises every curve. -/
theorem consensus_eq_zero_iff {K : Set X} {w : ι → ℝ} {E : ι → X → ℝ}
    (hw : ∀ i, 0 < w i) (hE : ∀ i, IsAligned K (E i)) {x : X} (hx : x ∈ K) :
    consensus w E x = 0 ↔ ∀ i, IsMinOn (E i) K x := by
  have hnn : ∀ i ∈ Finset.univ, 0 ≤ w i * E i x := fun i _ =>
    mul_nonneg (hw i).le ((hE i).2 (mem_image_of_mem (E i) hx))
  unfold consensus
  rw [Finset.sum_eq_zero_iff_of_nonneg hnn]
  constructor
  · intro h i
    rw [isMinOn_iff_eq_zero (hE i) hx]
    exact (mul_eq_zero.mp (h i (Finset.mem_univ i))).resolve_left (hw i).ne'
  · intro h i _
    rw [(isMinOn_iff_eq_zero (hE i) hx).mp (h i), mul_zero]

/-- With positive weights that sum to one, the consensus of continuous aligned curves on a compact
set attains a nonnegative minimum, which is zero exactly when all curves share a minimiser. -/
theorem consensus_minimum [TopologicalSpace X] {K : Set X} (hK : IsCompact K)
    {w : ι → ℝ} {E : ι → X → ℝ} (hw : ∀ i, 0 < w i) (hsum : ∑ i, w i = 1)
    (hc : ∀ i, ContinuousOn (E i) K) (hE : ∀ i, IsAligned K (E i)) :
    ∃ m, IsLeast (consensus w E '' K) m ∧ 0 ≤ m ∧
      (m = 0 ↔ ∃ x ∈ K, ∀ i, IsMinOn (E i) K x) := by
  -- the weights sum to one, so there is at least one curve, and `K` is not empty
  have hne : K.Nonempty := by
    rcases isEmpty_or_nonempty ι with h | ⟨⟨i⟩⟩
    · simp at hsum
    · obtain ⟨⟨y, hy, _⟩, _⟩ := hE i
      exact ⟨y, hy⟩
  have hcont : ContinuousOn (consensus w E) K := by
    unfold consensus
    fun_prop
  have hnn : ∀ x ∈ K, 0 ≤ consensus w E x := fun x hx =>
    Finset.sum_nonneg fun i _ =>
      mul_nonneg (hw i).le ((hE i).2 (mem_image_of_mem (E i) hx))
  -- compactness supplies a geometry of least consensus energy
  obtain ⟨x, hx, hmin⟩ := hK.exists_isMinOn hne hcont
  refine ⟨consensus w E x, ⟨mem_image_of_mem _ hx, ?_⟩, hnn x hx, ?_⟩
  · rintro _ ⟨y, hy, rfl⟩
    exact isMinOn_iff.mp hmin y hy
  · constructor
    · intro h
      exact ⟨x, hx, (consensus_eq_zero_iff hw hE hx).mp h⟩
    · rintro ⟨y, hy, h⟩
      have h0 := (consensus_eq_zero_iff hw hE hy).mpr h
      have h1 : consensus w E x ≤ consensus w E y := isMinOn_iff.mp hmin y hy
      exact le_antisymm (h1.trans h0.le) (hnn x hx)

/-- Subtracting a constant aligns a curve exactly when the constant is the minimum of the curve. -/
theorem isAligned_sub_iff {K : Set X} {f : X → ℝ} {m : ℝ} (hm : IsLeast (f '' K) m) (d : ℝ) :
    IsAligned K (fun x => f x - d) ↔ d = m := by
  obtain ⟨⟨y, hy, hym⟩, hlow⟩ := hm
  constructor
  · rintro ⟨⟨z, hz, hz0⟩, hl⟩
    have h1 : 0 ≤ f y - d := hl (mem_image_of_mem (fun x => f x - d) hy)
    have h2 : m ≤ f z := hlow (mem_image_of_mem f hz)
    have h3 : f z - d = 0 := hz0
    linarith
  · rintro rfl
    refine ⟨⟨y, hy, sub_eq_zero.mpr hym⟩, ?_⟩
    rintro _ ⟨z, hz, rfl⟩
    exact sub_nonneg.mpr (hlow (mem_image_of_mem f hz))

/-- If continuous aligned curves on a compact set share no minimiser there, and the weights are
positive and sum to one, there is a strictly positive constant that is the only one whose
subtraction aligns the consensus curve. -/
theorem consensus_realignment [TopologicalSpace X] {K : Set X} (hK : IsCompact K)
    {w : ι → ℝ} {E : ι → X → ℝ} (hw : ∀ i, 0 < w i) (hsum : ∑ i, w i = 1)
    (hc : ∀ i, ContinuousOn (E i) K) (hE : ∀ i, IsAligned K (E i))
    (hno : ¬ ∃ x ∈ K, ∀ i, IsMinOn (E i) K x) :
    ∃ c, 0 < c ∧ ∀ d, IsAligned K (fun x => consensus w E x - d) ↔ d = c := by
  obtain ⟨m, hm, hm0, hiff⟩ := consensus_minimum hK hw hsum hc hE
  exact ⟨m, lt_of_le_of_ne hm0 fun h => hno (hiff.mp h.symm), isAligned_sub_iff hm⟩

/-- Let the weights be nonnegative and sum to one. If all energies on `K` are at most `B` and curve
`j` is aligned, an attained consensus minimum is at most `(1 - w j) B`. -/
theorem consensus_minimum_le {K : Set X} {w : ι → ℝ} {E : ι → X → ℝ} {m B : ℝ}
    (hw : ∀ i, 0 ≤ w i) (hsum : ∑ i, w i = 1) (hB : ∀ i, ∀ x ∈ K, E i x ≤ B)
    (hm : IsLeast (consensus w E '' K) m) (j : ι) (hj : IsAligned K (E j)) :
    m ≤ (1 - w j) * B := by
  classical
  -- evaluate the consensus at a minimiser of curve `j`, where that curve contributes nothing
  obtain ⟨⟨y, hy, hy0⟩, _⟩ := hj
  have h1 : m ≤ consensus w E y := hm.2 (mem_image_of_mem _ hy)
  have h2 : consensus w E y ≤ ∑ i, (w i * B - if i = j then w j * B else 0) := by
    unfold consensus
    refine Finset.sum_le_sum fun i _ => ?_
    by_cases hij : i = j
    · subst hij
      simp [hy0]
    · rw [if_neg hij, sub_zero]
      exact mul_le_mul_of_nonneg_left (hB i y hy) (hw i)
  have h3 : ∑ i, (w i * B - if i = j then w j * B else 0) = (1 - w j) * B := by
    rw [Finset.sum_sub_distrib, ← Finset.sum_mul, hsum, Finset.sum_ite_eq',
      if_pos (Finset.mem_univ j)]
    ring
  linarith

/-- A harmonic curve with nonnegative coefficient `k` is aligned on every set containing its centre.
-/
theorem harmonic_isAligned {K : Set ℝ} {k p : ℝ} (hk : 0 ≤ k) (hp : p ∈ K) :
    IsAligned K (harmonic k p) := by
  refine ⟨⟨p, hp, by simp [harmonic]⟩, ?_⟩
  rintro _ ⟨x, _, rfl⟩
  exact mul_nonneg hk (sq_nonneg _)

/-- Two weighted parabolas add up to one parabola about the weighted centre plus a constant. -/
theorem add_parabolas {A B : ℝ} (hA : 0 < A) (hB : 0 < B) (p q x : ℝ) :
    A * (x - p) ^ 2 + B * (x - q) ^ 2 =
      A * B / (A + B) * (q - p) ^ 2 + (A + B) * (x - (A * p + B * q) / (A + B)) ^ 2 := by
  have h : A + B ≠ 0 := (add_pos hA hB).ne'
  field_simp
  ring

/-- For the curves `k (x - p)²` and `l (x - q)²` with `k, l > 0`, `p ≤ q` and positive weights `w`
and `1 - w`, the consensus minimum over `[p, q]` is the product over the sum of the weighted
coefficients `w k` and `(1 - w) l`, times the squared distance of the centres. -/
theorem harmonic_consensus_minimum {w k l p q : ℝ} (hw0 : 0 < w) (hw1 : w < 1)
    (hk : 0 < k) (hl : 0 < l) (hpq : p ≤ q) :
    IsLeast (consensus ![w, 1 - w] ![harmonic k p, harmonic l q] '' Icc p q)
      ((w * k) * ((1 - w) * l) / (w * k + (1 - w) * l) * (q - p) ^ 2) := by
  have hA : 0 < w * k := mul_pos hw0 hk
  have hB : 0 < (1 - w) * l := mul_pos (sub_pos.mpr hw1) hl
  have hc : ∀ x, consensus ![w, 1 - w] ![harmonic k p, harmonic l q] x =
      (w * k) * (x - p) ^ 2 + ((1 - w) * l) * (x - q) ^ 2 := by
    intro x
    rw [consensus, Fin.sum_univ_two]
    change w * (k * (x - p) ^ 2) + (1 - w) * (l * (x - q) ^ 2) = _
    ring
  generalize w * k = A at hA hc ⊢
  generalize (1 - w) * l = B at hB hc ⊢
  have hS : 0 < A + B := add_pos hA hB
  constructor
  · -- the minimum sits at the stiffness-weighted centre, which lies between `p` and `q`
    refine ⟨(A * p + B * q) / (A + B), ⟨?_, ?_⟩, ?_⟩
    · rw [le_div_iff₀ hS]
      nlinarith [mul_nonneg hB.le (sub_nonneg.mpr hpq)]
    · rw [div_le_iff₀ hS]
      nlinarith [mul_nonneg hA.le (sub_nonneg.mpr hpq)]
    · rw [hc, add_parabolas hA hB, sub_self]
      ring
  · rintro _ ⟨x, _, rfl⟩
    rw [hc, add_parabolas hA hB]
    exact le_add_of_nonneg_right (mul_nonneg hS.le (sq_nonneg _))

end

end ConsensusEnergyCurve
```

```lean
#print axioms ConsensusEnergyCurve.consensus_minimum
-- 'ConsensusEnergyCurve.consensus_minimum' depends on axioms: [propext, Classical.choice, Quot.sound]
#print axioms ConsensusEnergyCurve.consensus_realignment
-- 'ConsensusEnergyCurve.consensus_realignment' depends on axioms: [propext, Classical.choice, Quot.sound]
#print axioms ConsensusEnergyCurve.harmonic_isAligned
-- 'ConsensusEnergyCurve.harmonic_isAligned' depends on axioms: [propext, Classical.choice, Quot.sound]
#print axioms ConsensusEnergyCurve.harmonic_consensus_minimum
-- 'ConsensusEnergyCurve.harmonic_consensus_minimum' depends on axioms: [propext, Classical.choice, Quot.sound]
```

## Curves, weights and minima as Lean objects

The type `X` holds the geometries, and `K` is the set over which the curves are compared. For a bond length, `X` is the real line and `K` is the interval $[a,b]$. The finite type `ι` labels the methods, `E i x` is the energy of method `i` at geometry `x`, and `w i` is its weight. The energies are functions on all of `X`, but continuity and alignment are required only on `K`.

`IsAligned K f` says that zero is the least element of the set of values that `f` takes on `K`. Physically, it is the convention of reporting each method's energies relative to that method's own lowest point. `IsMinOn (E i) K x` says that no geometry in `K` has a lower energy `E i` than `x` has. It doesn't place `x` in `K`, so a shared minimiser is written as `∃ x ∈ K, ∀ i, IsMinOn (E i) K x`.

The main theorem, `consensus_minimum`, assumes that `K` is compact, that the weights are positive and sum to one, and that each curve is continuous and aligned on `K`. It yields a number `m` that is the least value of the consensus curve on `K`, is nonnegative, and is zero exactly when there is a shared minimiser.

`consensus_realignment` adds the hypothesis that there is no shared minimiser. It yields a positive `c` such that subtracting `d` aligns the consensus curve if and only if `d = c`.

`consensus_minimum_le` is the bound $(1-w_j)B$. It needs less: the weights may be zero, only curve `j` has to be aligned, and continuity is replaced by the assumption that the consensus minimum `m` is attained. The constant `B` stands for a ceiling on the relative energies within the scanned range.

`harmonic_consensus_minimum` gives the exact offset for two wells on `Icc p q`. The definition `harmonic` has no factor $\tfrac12$, so `k` is half of the usual force constant, the second derivative of the energy.

For averaged potential energy curves from different electronic structure methods, the result says that disagreement about the equilibrium geometry alone lifts the mean off zero, in a model with finitely many continuous curves, a compact range of geometries and fixed positive weights. How the weights should be chosen, and whether the consensus is more accurate than its members, are separate questions that the theorems leave open.

## From pointwise zeros to the attained minimum

`isMinOn_iff_eq_zero` is the one-curve argument. It unpacks alignment into a geometry `y` of zero energy and the lower bound `hlow`, and then compares `f x` with `f y` in one direction and with an arbitrary `f z` in the other.

`consensus_eq_zero_iff` treats the sum at a fixed geometry. The lemma `Finset.sum_eq_zero_iff_of_nonneg` turns a vanishing sum of nonnegative terms into the vanishing of each term. `mul_eq_zero` then splits each product, and positivity of the weight rules out the factor `w i`. The previous lemma translates the zero energies into minimisers.

In `consensus_minimum`, the step `hne` shows that `K` is not empty. This is the only place where the proof uses the normalisation of the weights: with no curves, `hsum` would read $0=1$. Continuity of the weighted sum comes from `fun_prop`, and `hK.exists_isMinOn` supplies the geometry called $x_*$ above. The forward half of the equivalence applies `consensus_eq_zero_iff` at that geometry. The reverse half applies it at the shared minimiser and closes with `le_antisymm`, which is the chain $0\le m\le\bar E(y)=0$.

`isAligned_sub_iff` proves the two inequalities $d\le m$ and $m\le d$ for any curve with an attained minimum. `consensus_realignment` combines it with the main theorem: `m` is nonnegative, and it can't be zero because that would produce a shared minimiser.

For `consensus_minimum_le`, the sum at the minimiser `y` of curve `j` is compared term by term with $w_iB$, from which $w_jB$ is removed when $i=j$. That term is then zero on both sides. The step `h3` adds up the comparison terms and obtains $(1-w_j)B$.

`harmonic_isAligned` confirms that a parabola with a nonnegative coefficient is aligned on any set containing its centre, so the two wells are indeed curves of the kind considered here. `add_parabolas` is the completed square; `field_simp` clears the denominator $\alpha+\beta$, and `ring` checks the remaining polynomial identity.

The last theorem first rewrites the two-term consensus as a sum of parabolas, then abbreviates the weighted coefficients as `A` and `B`, which are $\alpha$ and $\beta$ above. The two `nlinarith` calls show that the weighted centre lies between `p` and `q`. At that centre the square vanishes and the stated value is attained. At every other geometry in the interval, the completed square adds a nonnegative amount, so no lower value occurs.
